# At a simple zero of χ, the kernel h/χ² has double-pole coefficient h/χ'² for continuous h

An exact-exchange calculation in time-dependent density functional theory can obtain the exchange kernel by applying the inverse Kohn–Sham response on both sides of a computed quantity h. When a single density mode is kept, this step is a division by χ(w)², possible only at frequencies w where χ(w) ≠ 0. For a response with finitely many excitations and positive strengths, the divisor vanishes once between each pair of neighbouring excitations.

## One zero per gap, and the size of the divergence

Let the excitation energies be 0 < Ω_0 < … < Ω_n, with strengths a_q > 0, and let

χ(w) = Σ_q a_q/(w² − Ω_q²).

The strengths stand for squared transition amplitudes weighted by excitation energies. In each gap (Ω_i, Ω_{i+1}), χ has exactly one zero w0, and χ'(w0) < 0. If h is continuous at w0 and h(w0) ≠ 0, then as w → w0 with w ≠ w0,

(w − w0)² h(w)/χ(w)² → h(w0)/χ'(w0)² ≠ 0.

## Dividing twice by χ on a frequency grid

Suppose a code tabulates χ and h at real frequencies and stores f = h/χ². Take two excitations at energies 1 and 2, both with strength 1, and h = 1. The zero is at w0 = √2.5 ≈ 1.58, and the double-pole coefficient is 81/640 ≈ 0.127. A grid point 0.01 away from w0 gives f ≈ 1.3 × 10³; at a distance of 0.001 it is about 1.3 × 10⁵. The largest value tabulated near w0 therefore depends on where the grid happens to fall. The product χfχ equals h wherever χ ≠ 0, so it stays bounded near w0.

## From the signs at the gap edges to the limit

**At most one zero.** For u < v in the gap, each term satisfies

a_q/(u² − Ω_q²) − a_q/(v² − Ω_q²) = a_q(v² − u²)/((u² − Ω_q²)(v² − Ω_q²)) > 0,

because both denominators have the same sign. Hence χ is strictly decreasing there.

**At least one zero.** Write s = Ω_i, t = Ω_{i+1}, and let R be the sum of the remaining terms, which is continuous on [s, t]. Define

P(w) = a_i(t² − w²) − a_{i+1}(w² − s²) + (w² − s²)(t² − w²)R(w).

Inside the gap, P = (w² − s²)(t² − w²)χ, and the prefactor is positive. At the edges,

P(s) = a_i(t² − s²) > 0,
P(t) = −a_{i+1}(t² − s²) < 0.

The intermediate value theorem gives a zero of P, and so of χ.

**Slope.** Differentiating term by term,

χ'(w) = −Σ_q 2w a_q/(w² − Ω_q²)² < 0.

**Limit.** Since χ(w0) = 0, for w ≠ w0

(w − w0)² h(w)/χ(w)² = h(w)/[(χ(w) − χ(w0))/(w − w0)]².

The bracket tends to χ'(w0) ≠ 0, and h(w) tends to h(w0).

**Two excitations.** With strengths a, b at energies s, t, setting χ = 0 gives a(w² − t²) + b(w² − s²) = 0, so

w0² = (a t² + b s²)/(a + b).

This weighted mean lies between s² and t².

## The Lean file

```lean
import Mathlib

open Filter Topology Set

namespace ExchangeKernelDoublePole

noncomputable section

/-- The response function `χ(w) = ∑ a_q / (w² - Ω_q²)` with strengths `a_q` and excitation
energies `Ω_q`, for frequencies `w` with `w² ≠ Ω_q²` for all `q`. -/
def chi {n : ℕ} (a Ω : Fin (n + 1) → ℝ) (w : ℝ) : ℝ :=
  ∑ q, a q / (w ^ 2 - Ω q ^ 2)

/-- The scalar exchange kernel `h(w) / χ(w)²`, for frequencies with `χ(w) ≠ 0`. -/
def exchangeKernel (h χ : ℝ → ℝ) (w : ℝ) : ℝ := h w / (χ w) ^ 2

variable {n : ℕ} {a Ω : Fin (n + 1) → ℝ}

/-- For strictly increasing excitation energies, each one lies at or below the lower edge of a
given gap, or at or above its upper edge. -/
theorem gap_split (hΩ : StrictMono Ω) (i : Fin n) (q : Fin (n + 1)) :
    Ω q ≤ Ω i.castSucc ∨ Ω i.succ ≤ Ω q := by
  rcases le_or_gt q i.castSucc with h | h
  · exact Or.inl (hΩ.monotone h)
  · have h' : (i : ℕ) < (q : ℕ) := h
    exact Or.inr (hΩ.monotone (Fin.le_def.mpr (by simp only [Fin.val_succ]; omega)))

/-- For positive, strictly increasing excitation energies, each denominator `w² - Ω_q²` keeps
one strict sign throughout a gap. -/
theorem gap_sign (h0 : 0 < Ω 0) (hΩ : StrictMono Ω) (i : Fin n) (q : Fin (n + 1)) :
    (∀ w ∈ Ioo (Ω i.castSucc) (Ω i.succ), 0 < w ^ 2 - Ω q ^ 2) ∨
    (∀ w ∈ Ioo (Ω i.castSucc) (Ω i.succ), w ^ 2 - Ω q ^ 2 < 0) := by
  have hpos : ∀ p, 0 < Ω p := fun p => h0.trans_le (hΩ.monotone (Fin.zero_le p))
  have hq := hpos q
  rcases gap_split hΩ i q with h | h
  · left
    intro w hw
    have h1 : Ω q < w := h.trans_lt hw.1
    nlinarith
  · right
    intro w hw
    have h1 : w < Ω q := hw.2.trans_le h
    have h2 : 0 < w := (hpos _).trans hw.1
    nlinarith

/-- For positive strengths and positive, strictly increasing excitation energies, the response
function is strictly decreasing between consecutive poles. -/
theorem chi_strictAntiOn (ha : ∀ q, 0 < a q) (h0 : 0 < Ω 0) (hΩ : StrictMono Ω) (i : Fin n) :
    StrictAntiOn (chi a Ω) (Ioo (Ω i.castSucc) (Ω i.succ)) := by
  intro u hu v hv huv
  have hu0 : 0 < u := (h0.trans_le (hΩ.monotone (Fin.zero_le _))).trans hu.1
  unfold chi
  apply Finset.sum_lt_sum_of_nonempty Finset.univ_nonempty
  intro q _
  have hlt : u ^ 2 - Ω q ^ 2 < v ^ 2 - Ω q ^ 2 := by nlinarith
  -- both denominators have the same sign
  have hprod : 0 < (u ^ 2 - Ω q ^ 2) * (v ^ 2 - Ω q ^ 2) := by
    rcases gap_sign h0 hΩ i q with h | h
    · exact mul_pos (h u hu) (h v hv)
    · exact mul_pos_of_neg_of_neg (h u hu) (h v hv)
  rw [← sub_pos, div_sub_div _ _ (left_ne_zero_of_mul hprod.ne')
    (right_ne_zero_of_mul hprod.ne')]
  refine div_pos ?_ hprod
  nlinarith [mul_pos (ha q) (sub_pos.mpr hlt)]

/-- For positive strengths and positive, strictly increasing excitation energies, the response
function vanishes somewhere between any two consecutive poles. -/
theorem exists_zero (ha : ∀ q, 0 < a q) (h0 : 0 < Ω 0) (hΩ : StrictMono Ω) (i : Fin n) :
    ∃ w ∈ Ioo (Ω i.castSucc) (Ω i.succ), chi a Ω w = 0 := by
  have hpos : ∀ p, 0 < Ω p := fun p => h0.trans_le (hΩ.monotone (Fin.zero_le p))
  have hst : Ω i.castSucc < Ω i.succ := hΩ Fin.castSucc_lt_succ
  have hs := hpos i.castSucc
  have hD : 0 < Ω i.succ ^ 2 - Ω i.castSucc ^ 2 := by nlinarith
  -- the part of the response that stays regular on the closed gap
  obtain ⟨R, hR⟩ : ∃ R : ℝ → ℝ, R = fun w =>
      ∑ q ∈ (Finset.univ.erase i.castSucc).erase i.succ, a q / (w ^ 2 - Ω q ^ 2) := ⟨_, rfl⟩
  have hRc : ContinuousOn R (Icc (Ω i.castSucc) (Ω i.succ)) := by
    rw [hR]
    refine continuousOn_finsetSum _ fun q hq => ?_
    refine ContinuousOn.div continuousOn_const (by fun_prop) fun w hw => ?_
    have hq1 : q ≠ i.succ := Finset.ne_of_mem_erase hq
    have hq2 : q ≠ i.castSucc := Finset.ne_of_mem_erase (Finset.mem_of_mem_erase hq)
    have hqp := hpos q
    have hw0 : 0 < w := hs.trans_le hw.1
    rcases gap_split hΩ i q with h | h
    · have h1 := (lt_of_le_of_ne h (hΩ.injective.ne hq2)).trans_le hw.1
      have h2 : 0 < w ^ 2 - Ω q ^ 2 := by nlinarith
      exact h2.ne'
    · have h1 := hw.2.trans_lt (lt_of_le_of_ne h (hΩ.injective.ne hq1.symm))
      have h2 : w ^ 2 - Ω q ^ 2 < 0 := by nlinarith
      exact h2.ne
  -- the response with its two edge poles multiplied away
  obtain ⟨P, hP⟩ : ∃ P : ℝ → ℝ, P = fun w =>
      a i.castSucc * (Ω i.succ ^ 2 - w ^ 2) - a i.succ * (w ^ 2 - Ω i.castSucc ^ 2)
        + (w ^ 2 - Ω i.castSucc ^ 2) * (Ω i.succ ^ 2 - w ^ 2) * R w := ⟨_, rfl⟩
  have hPc : ContinuousOn P (Icc (Ω i.castSucc) (Ω i.succ)) := by
    rw [hP]
    fun_prop
  have hPs : 0 < P (Ω i.castSucc) := by
    simp only [hP]
    nlinarith [mul_pos (ha i.castSucc) hD]
  have hPt : P (Ω i.succ) < 0 := by
    simp only [hP]
    nlinarith [mul_pos (ha i.succ) hD]
  obtain ⟨w, hw, hPw⟩ := intermediate_value_Ioo' hst.le hPc
    (show (0 : ℝ) ∈ Ioo (P (Ω i.succ)) (P (Ω i.castSucc)) from ⟨hPt, hPs⟩)
  refine ⟨w, hw, ?_⟩
  simp only [hP] at hPw
  have hw0 : 0 < w := hs.trans hw.1
  have hx : w ^ 2 - Ω i.castSucc ^ 2 ≠ 0 := by
    have h1 : 0 < w ^ 2 - Ω i.castSucc ^ 2 := by nlinarith [hw.1]
    exact h1.ne'
  have hy : w ^ 2 - Ω i.succ ^ 2 ≠ 0 := by
    have h1 : w ^ 2 - Ω i.succ ^ 2 < 0 := by nlinarith [hw.2]
    exact h1.ne
  have hmem : i.succ ∈ Finset.univ.erase i.castSucc :=
    Finset.mem_erase.mpr ⟨(Fin.castSucc_lt_succ).ne', Finset.mem_univ _⟩
  have hsplit : chi a Ω w = a i.castSucc / (w ^ 2 - Ω i.castSucc ^ 2)
      + (a i.succ / (w ^ 2 - Ω i.succ ^ 2) + R w) := by
    have h1 := Finset.add_sum_erase Finset.univ (fun q => a q / (w ^ 2 - Ω q ^ 2))
      (Finset.mem_univ i.castSucc)
    have h2 := Finset.add_sum_erase _ (fun q => a q / (w ^ 2 - Ω q ^ 2)) hmem
    beta_reduce at h1 h2
    simp only [hR, chi]
    linarith
  have e1 := div_mul_cancel₀ (a i.castSucc) hx
  have e2 := div_mul_cancel₀ (a i.succ) hy
  have hz : (w ^ 2 - Ω i.castSucc ^ 2) * (w ^ 2 - Ω i.succ ^ 2) * chi a Ω w = 0 := by
    rw [hsplit]
    linear_combination (w ^ 2 - Ω i.succ ^ 2) * e1 + (w ^ 2 - Ω i.castSucc ^ 2) * e2 - hPw
  exact (mul_eq_zero.mp hz).resolve_left (mul_ne_zero hx hy)

/-- Away from its poles the response function has the slope `-∑ 2 w a_q / (w² - Ω_q²)²`. -/
theorem hasDerivAt_chi {w : ℝ} (hw : ∀ q, w ^ 2 - Ω q ^ 2 ≠ 0) :
    HasDerivAt (chi a Ω) (-∑ q, 2 * w * a q / (w ^ 2 - Ω q ^ 2) ^ 2) w := by
  have h : ∀ q ∈ (Finset.univ : Finset (Fin (n + 1))),
      HasDerivAt (fun v : ℝ => a q / (v ^ 2 - Ω q ^ 2))
        (-(2 * w * a q / (w ^ 2 - Ω q ^ 2) ^ 2)) w := by
    intro q _
    have h1 : HasDerivAt (fun v : ℝ => v ^ 2 - Ω q ^ 2) (2 * w) w :=
      ((hasDerivAt_pow 2 w).sub_const (Ω q ^ 2)).congr_deriv (by norm_num)
    exact ((hasDerivAt_const w (a q)).fun_div h1 (hw q)).congr_deriv (by ring)
  have hsum := HasDerivAt.fun_sum h
  rw [Finset.sum_neg_distrib] at hsum
  exact hsum

/-- If `χ` has a zero at `w0` with slope `c ≠ 0` and `h` is continuous there, then
`(w - w0)²` times the exchange kernel tends to `h(w0) / c²`. -/
theorem tendsto_of_simple_zero {h χ : ℝ → ℝ} {w0 c : ℝ} (hχ : HasDerivAt χ c w0)
    (hz : χ w0 = 0) (hc : c ≠ 0) (hh : ContinuousAt h w0) :
    Tendsto (fun w => (w - w0) ^ 2 * exchangeKernel h χ w) (𝓝[≠] w0) (𝓝 (h w0 / c ^ 2)) := by
  have hs := hasDerivAt_iff_tendsto_slope.mp hχ
  have hl := (hh.tendsto.mono_left nhdsWithin_le_nhds).div (hs.pow 2) (pow_ne_zero 2 hc)
  refine hl.congr fun w => ?_
  show h w / (slope χ w0 w) ^ 2 = (w - w0) ^ 2 * (h w / (χ w) ^ 2)
  rw [slope_def_field, hz, sub_zero, div_pow, div_div_eq_mul_div]
  ring

/-- If `χ` has a zero at `w0` with non-zero slope and `h` is continuous and positive there, the
exchange kernel tends to `+∞` from both sides of `w0`. -/
theorem exchangeKernel_tendsto_atTop {h χ : ℝ → ℝ} {w0 c : ℝ} (hχ : HasDerivAt χ c w0)
    (hz : χ w0 = 0) (hc : c ≠ 0) (hh : ContinuousAt h w0) (hpos : 0 < h w0) :
    Tendsto (exchangeKernel h χ) (𝓝[≠] w0) atTop := by
  have hcont : Tendsto (fun w : ℝ => (w - w0) ^ 2) (𝓝 w0) (𝓝 0) := by
    have h1 : Continuous (fun w : ℝ => (w - w0) ^ 2) := by fun_prop
    simpa using h1.tendsto w0
  have hne : ∀ w : ℝ, w ≠ w0 → (w - w0) ^ 2 ≠ 0 := fun w hw =>
    pow_ne_zero 2 (sub_ne_zero.mpr hw)
  have hsq : Tendsto (fun w : ℝ => (w - w0) ^ 2) (𝓝[≠] w0) (𝓝[>] 0) := by
    refine tendsto_nhdsWithin_iff.mpr ⟨hcont.mono_left nhdsWithin_le_nhds, ?_⟩
    filter_upwards [self_mem_nhdsWithin] with w hw
    exact lt_of_le_of_ne (sq_nonneg _) (hne w hw).symm
  have hC : 0 < h w0 / c ^ 2 :=
    div_pos hpos (lt_of_le_of_ne (sq_nonneg _) (pow_ne_zero 2 hc).symm)
  -- the kernel is `1 / (w - w0)²` times a factor with a positive limit
  refine ((tendsto_inv_nhdsGT_zero.comp hsq).atTop_mul_pos hC
    (tendsto_of_simple_zero hχ hz hc hh)).congr' ?_
  filter_upwards [self_mem_nhdsWithin] with w hw
  exact inv_mul_cancel_left₀ (hne w hw) _

/-- For positive strengths and positive, strictly increasing excitation energies, `χ` has exactly
one zero `w0` in each gap, with negative slope. For every `h` continuous and non-zero at `w0`,
`(w - w0)²` times the exchange kernel has the non-zero limit `h(w0) / χ'(w0)²`. -/
theorem exchangeKernel_double_pole (ha : ∀ q, 0 < a q) (h0 : 0 < Ω 0) (hΩ : StrictMono Ω)
    (i : Fin n) :
    ∃ w0 ∈ Ioo (Ω i.castSucc) (Ω i.succ),
      (∀ w ∈ Ioo (Ω i.castSucc) (Ω i.succ), chi a Ω w = 0 ↔ w = w0) ∧
      deriv (chi a Ω) w0 < 0 ∧
      ∀ h : ℝ → ℝ, ContinuousAt h w0 → h w0 ≠ 0 →
        h w0 / (deriv (chi a Ω) w0) ^ 2 ≠ 0 ∧
        Tendsto (fun w => (w - w0) ^ 2 * exchangeKernel h (chi a Ω) w) (𝓝[≠] w0)
          (𝓝 (h w0 / (deriv (chi a Ω) w0) ^ 2)) := by
  obtain ⟨w0, hw0, hz⟩ := exists_zero ha h0 hΩ i
  have hwpos : 0 < w0 := (h0.trans_le (hΩ.monotone (Fin.zero_le _))).trans hw0.1
  have hne : ∀ q, w0 ^ 2 - Ω q ^ 2 ≠ 0 := fun q => by
    rcases gap_sign h0 hΩ i q with h | h
    · exact (h w0 hw0).ne'
    · exact (h w0 hw0).ne
  have hd := hasDerivAt_chi (a := a) hne
  have hneg : deriv (chi a Ω) w0 < 0 := by
    rw [hd.deriv]
    refine neg_lt_zero.mpr (Finset.sum_pos (fun q _ => ?_) Finset.univ_nonempty)
    exact div_pos (mul_pos (by linarith) (ha q))
      (lt_of_le_of_ne (sq_nonneg _) (pow_ne_zero 2 (hne q)).symm)
  refine ⟨w0, hw0, fun w hw => ⟨fun h => ?_, fun h => h ▸ hz⟩, hneg, fun h hh hh0 => ⟨?_, ?_⟩⟩
  · exact (chi_strictAntiOn ha h0 hΩ i).injOn hw hw0 (h.trans hz.symm)
  · exact div_ne_zero hh0 (pow_ne_zero 2 hneg.ne)
  · exact tendsto_of_simple_zero hd.differentiableAt.hasDerivAt hz hneg.ne hh

/-- For two excitations `0 < s < t` with positive strengths `a` and `b`, the frequency
`√((a t² + b s²) / (a + b))` lies between them and is a zero of the response function. -/
theorem two_level_zero {a b s t : ℝ} (ha : 0 < a) (hb : 0 < b) (hs : 0 < s) (hst : s < t) :
    √((a * t ^ 2 + b * s ^ 2) / (a + b)) ∈ Ioo s t ∧
    chi (n := 1) ![a, b] ![s, t] (√((a * t ^ 2 + b * s ^ 2) / (a + b))) = 0 := by
  have hab : 0 < a + b := add_pos ha hb
  have hD : 0 < t ^ 2 - s ^ 2 := by nlinarith
  have hx : 0 ≤ (a * t ^ 2 + b * s ^ 2) / (a + b) := by positivity
  refine ⟨⟨?_, ?_⟩, ?_⟩
  · rw [Real.lt_sqrt hs.le, lt_div_iff₀ hab]
    nlinarith [mul_pos ha hD]
  · rw [Real.sqrt_lt' (hs.trans hst), div_lt_iff₀ hab]
    nlinarith [mul_pos hb hD]
  · have hchi : ∀ w, chi (n := 1) ![a, b] ![s, t] w
        = a / (w ^ 2 - s ^ 2) + b / (w ^ 2 - t ^ 2) := by
      intro w
      simp [chi, Fin.sum_univ_succ]
    have e1 : (a * t ^ 2 + b * s ^ 2) / (a + b) - s ^ 2
        = a * (t ^ 2 - s ^ 2) / (a + b) := by
      rw [eq_div_iff hab.ne', sub_mul, div_mul_cancel₀ _ hab.ne']
      ring
    have e2 : (a * t ^ 2 + b * s ^ 2) / (a + b) - t ^ 2
        = -(b * (t ^ 2 - s ^ 2) / (a + b)) := by
      rw [← neg_div, eq_div_iff hab.ne', sub_mul, div_mul_cancel₀ _ hab.ne']
      ring
    -- the two contributions are equal and opposite
    have k : ∀ c : ℝ, c ≠ 0 →
        c / (c * (t ^ 2 - s ^ 2) / (a + b)) = (a + b) / (t ^ 2 - s ^ 2) := by
      intro c hc
      rw [div_div_eq_mul_div, mul_div_mul_left _ _ hc]
    rw [hchi, Real.sq_sqrt hx, e1, e2, div_neg, k a ha.ne', k b hb.ne', add_neg_cancel]

end

end ExchangeKernelDoublePole
```

```lean
#print axioms ExchangeKernelDoublePole.exchangeKernel_tendsto_atTop
#print axioms ExchangeKernelDoublePole.exchangeKernel_double_pole
#print axioms ExchangeKernelDoublePole.two_level_zero
```

```
'ExchangeKernelDoublePole.exchangeKernel_tendsto_atTop' depends on axioms: [propext, Classical.choice, Quot.sound]
'ExchangeKernelDoublePole.exchangeKernel_double_pole' depends on axioms: [propext, Classical.choice, Quot.sound]
'ExchangeKernelDoublePole.two_level_zero' depends on axioms: [propext, Classical.choice, Quot.sound]
```

## A real scalar response without broadening

The main theorem is `exchangeKernel_double_pole`. Its `a` and `Ω` are lists of n + 1 real numbers, `StrictMono Ω` orders the energies, and `i : Fin n` selects the gap from `Ω i.castSucc` to `Ω i.succ`. With one excitation there is no gap. The filter `𝓝[≠] w0` means approach from either side, excluding w0 itself.

The proof takes existence from `exists_zero`, which builds P and applies `intermediate_value_Ioo'`. Uniqueness comes from `chi_strictAntiOn`, which relies on the fixed signs in `gap_sign`, itself based on `gap_split`. The slope formula is `hasDerivAt_chi`, and `tendsto_of_simple_zero` rewrites the kernel through the difference quotient.

Two further theorems add detail. `exchangeKernel_tendsto_atTop` shows that the kernel tends to +∞ from both sides when h(w0) > 0, by writing it as 1/(w − w0)² times a factor with a positive limit. `two_level_zero` verifies the closed form by substitution.

The function h is arbitrary apart from its behaviour at w0; it is not derived from orbitals. The theorems concern real frequencies and finitely many distinct excitations. They do not treat a matrix response, where a diagonal element of the inverse is generally not the inverse of the diagonal element, nor a continuous spectrum, a broadening iη or floating-point rounding.
